# Frobenius reciprocity for functions on a subgroup of a finite group

A complex function $f$ given only on a subgroup $H$ of a finite group $G$ is here continued by zero to all of $G$, which turns the induced function into an unrestricted sum over $G$. For every class function $k$ on $G$, averaging the induced function times $\overline{k}$ over $G$ then gives the same number as averaging $f\,\overline{k}$ over $H$.

```lean
import Mathlib

open scoped ComplexConjugate

namespace FrobeniusReciprocity

noncomputable section

variable {G : Type*} [Group G]

/-- A class function takes the same value on conjugate group elements. -/
def IsClassFunction (k : G → ℂ) : Prop :=
  ∀ x g : G, k (x⁻¹ * g * x) = k g

/-- The average of `a` times the complex conjugate of `b` over a nonempty finite set,
the pairing used for characters. -/
def average {A : Type*} [Fintype A] (a b : A → ℂ) : ℂ :=
  (∑ g, a g * conj (b g)) / (Fintype.card A : ℂ)

variable {H : Subgroup G}

open Classical in
/-- A function on the subgroup `H`, continued by zero to the whole group. -/
def extendZero (f : H → ℂ) (g : G) : ℂ :=
  if h : g ∈ H then f ⟨g, h⟩ else 0

variable [Fintype G] [Fintype H]

/-- The induced function: the sum of `f (x⁻¹ g x)` over all `x` in `G` with `x⁻¹ g x` in `H`,
divided by the order of `H`. -/
def induce (f : H → ℂ) (g : G) : ℂ :=
  (∑ x : G, extendZero f (x⁻¹ * g * x)) / (Fintype.card H : ℂ)

/-- The function induced from any function on the subgroup is a class function on the group. -/
theorem induce_isClassFunction (f : H → ℂ) : IsClassFunction (induce f) := by
  intro y g
  unfold induce
  congr 1
  -- relabel the summation variable by left multiplication with `y`
  exact Fintype.sum_equiv (Equiv.mulLeft y) _ _ (fun x => by simp [mul_assoc])

/-- A sum over the group weighted by a function continued by zero from the subgroup
is a sum over the subgroup. -/
theorem sum_extendZero (f : H → ℂ) (c : G → ℂ) :
    ∑ g : G, extendZero f g * c g = ∑ h : H, f h * c h := by
  symm
  apply Fintype.sum_of_injective (fun h : H => (h : G)) Subtype.val_injective
  · intro g hg
    have hn : g ∉ H := fun h => hg ⟨⟨g, h⟩, rfl⟩
    simp [extendZero, hn]
  · intro h
    simp [extendZero]

/-- For a class function `k`, each conjugating element `x` contributes the same sum
over the subgroup. -/
theorem sum_conjugate (f : H → ℂ) {k : G → ℂ} (hk : IsClassFunction k) (x : G) :
    ∑ g : G, extendZero f (x⁻¹ * g * x) * conj (k g) = ∑ h : H, f h * conj (k h) := by
  rw [← sum_extendZero f (fun g => conj (k g))]
  -- substitute `g → x⁻¹ g x`, which leaves `k` unchanged
  exact Fintype.sum_equiv (MulAut.conj x⁻¹).toEquiv _ _
    (fun g => by simp [hk x g])

/-- Frobenius reciprocity: for every function `f` on the subgroup and every class function `k`
on the group, pairing the induced function with `k` over the group equals pairing `f` with
the restriction of `k` over the subgroup. -/
theorem frobenius_reciprocity (f : H → ℂ) {k : G → ℂ} (hk : IsClassFunction k) :
    average (induce f) k = average f (fun h : H => k h) := by
  have hG : (Fintype.card G : ℂ) ≠ 0 := Nat.cast_ne_zero.mpr Fintype.card_ne_zero
  have hH : (Fintype.card H : ℂ) ≠ 0 := Nat.cast_ne_zero.mpr Fintype.card_ne_zero
  have key : ∑ g : G, induce f g * conj (k g) =
      (Fintype.card G : ℂ) * (∑ h : H, f h * conj (k h)) / (Fintype.card H : ℂ) := by
    calc ∑ g : G, induce f g * conj (k g)
        = (∑ g : G, ∑ x : G, extendZero f (x⁻¹ * g * x) * conj (k g)) /
            (Fintype.card H : ℂ) := by
          rw [Finset.sum_div]
          refine Finset.sum_congr rfl fun g _ => ?_
          rw [← Finset.sum_mul, induce]
          ring
      _ = (∑ x : G, ∑ g : G, extendZero f (x⁻¹ * g * x) * conj (k g)) /
            (Fintype.card H : ℂ) := by
          rw [Finset.sum_comm]
      _ = _ := by
          -- all `x` contribute equally
          simp only [sum_conjugate f hk]
          rw [Finset.sum_const, Finset.card_univ, nsmul_eq_mul]
  unfold average
  rw [key]
  field_simp

/-- A class function on the group that satisfies the reciprocity relation with `f` for every
class function `k` is the function induced from `f`. -/
theorem eq_induce_of_reciprocity (f : H → ℂ) {F : G → ℂ} (hF : IsClassFunction F)
    (hrec : ∀ k : G → ℂ, IsClassFunction k → average F k = average f (fun h : H => k h)) :
    F = induce f := by
  have hG : (Fintype.card G : ℂ) ≠ 0 := Nat.cast_ne_zero.mpr Fintype.card_ne_zero
  -- test the relation on the difference of the two functions
  have hD : IsClassFunction (fun g => F g - induce f g) := by
    intro x g
    change F (x⁻¹ * g * x) - induce f (x⁻¹ * g * x) = F g - induce f g
    rw [hF x g, induce_isClassFunction f x g]
  have h := (hrec _ hD).trans (frobenius_reciprocity f hD).symm
  unfold average at h
  have h2 := (div_left_inj' hG).mp h
  have h3 : ∑ g : G, ((Complex.normSq (F g - induce f g) : ℝ) : ℂ) = 0 := by
    simp only [← Complex.mul_conj, sub_mul, Finset.sum_sub_distrib]
    exact sub_eq_zero.mpr h2
  have h4 : ∑ g : G, Complex.normSq (F g - induce f g) = 0 := by
    exact_mod_cast h3
  have h5 := (Finset.sum_eq_zero_iff_of_nonneg
    (fun g _ => Complex.normSq_nonneg (F g - induce f g))).mp h4
  funext g
  exact sub_eq_zero.mp (Complex.normSq_eq_zero.mp (h5 g (Finset.mem_univ g)))

/-- Inducing the product of `f` with the restriction of a class function `k` gives the
induced function of `f` times `k`. -/
theorem induce_mul_restrict (f : H → ℂ) {k : G → ℂ} (hk : IsClassFunction k) (g : G) :
    induce (fun h : H => f h * k h) g = induce f g * k g := by
  unfold induce
  rw [div_mul_eq_mul_div, Finset.sum_mul]
  congr 1
  refine Finset.sum_congr rfl fun x _ => ?_
  by_cases h : x⁻¹ * g * x ∈ H
  · simp [extendZero, h, hk x g]
  · simp [extendZero, h]

/-- At the identity the induced function equals the index of the subgroup times the value
of `f` at the identity. -/
theorem induce_one (f : H → ℂ) : induce f 1 = (H.index : ℂ) * f 1 := by
  have hH : (Fintype.card H : ℂ) ≠ 0 := Nat.cast_ne_zero.mpr Fintype.card_ne_zero
  have hc : (Fintype.card H : ℂ) * (H.index : ℂ) = (Fintype.card G : ℂ) := by
    have h := H.card_mul_index
    rw [Nat.card_eq_fintype_card, Nat.card_eq_fintype_card] at h
    exact_mod_cast h
  have h1 : ∀ x : G, extendZero f (x⁻¹ * 1 * x) = f 1 := by
    intro x
    have hx : x⁻¹ * 1 * x = 1 := by simp
    rw [hx]
    exact dif_pos H.one_mem
  unfold induce
  simp only [h1]
  rw [Finset.sum_const, Finset.card_univ, nsmul_eq_mul, ← hc, div_eq_iff hH]
  ring

/-- The plain average of the induced function over the group equals the plain average of `f`
over the subgroup. -/
theorem average_induce (f : H → ℂ) :
    (∑ g : G, induce f g) / (Fintype.card G : ℂ) =
      (∑ h : H, f h) / (Fintype.card H : ℂ) := by
  have h := frobenius_reciprocity f (k := fun _ => 1) (fun _ _ => rfl)
  simpa only [average, map_one, mul_one] using h

end

end FrobeniusReciprocity
```

```lean
#print axioms FrobeniusReciprocity.frobenius_reciprocity
#print axioms FrobeniusReciprocity.eq_induce_of_reciprocity
#print axioms FrobeniusReciprocity.induce_one
#print axioms FrobeniusReciprocity.average_induce
```

```
'FrobeniusReciprocity.frobenius_reciprocity' depends on axioms: [propext, Classical.choice, Quot.sound]
'FrobeniusReciprocity.eq_induce_of_reciprocity' depends on axioms: [propext, Classical.choice, Quot.sound]
'FrobeniusReciprocity.induce_one' depends on axioms: [propext, Classical.choice, Quot.sound]
'FrobeniusReciprocity.average_induce' depends on axioms: [propext, Classical.choice, Quot.sound]
```

## Exchanging the sums over the group

Write $f^\circ(g)=f(g)$ for $g\in H$ and $f^\circ(g)=0$ otherwise, and let $|G|$ and $|H|$ be the orders of the two groups. The induced function is

$$F(g)=\frac{1}{|H|}\sum_{x\in G} f^\circ(x^{-1}gx).$$

Multiply by $\overline{k(g)}$, sum over $g$, and exchange the two finite sums:

$$\sum_{g\in G}F(g)\overline{k(g)}=\frac{1}{|H|}\sum_{x\in G}\sum_{g\in G} f^\circ(x^{-1}gx)\,\overline{k(g)}.$$

For fixed $x$, substitute $u=x^{-1}gx$. This is a bijection of $G$, and $k(g)=k(u)$ because $k$ is a class function. The inner sum becomes

$$\sum_{u\in G} f^\circ(u)\,\overline{k(u)}=\sum_{h\in H} f(h)\,\overline{k(h)}=:S,$$

which no longer depends on $x$. The outer sum therefore gives a factor $|G|$, and division by $|G|$ leaves

$$\frac{1}{|G|}\sum_{g\in G}F(g)\overline{k(g)}=\frac{S}{|H|}=\frac{1}{|H|}\sum_{h\in H}f(h)\overline{k(h)}.$$

Only the invariance of $k$ was used, so $f$ need not be a class function on $H$.

## What the Lean statement says about characters

`G` is a group with finitely many elements, such as a molecular point group, and `H` is a subgroup, such as the operations that leave one atom in place. `extendZero f` is $f^\circ$ and `induce f` is $F$. `IsClassFunction k` says that $k(x^{-1}gx)=k(g)$ for all $x$ and $g$. `average a b` is the normalised character pairing, with the complex conjugate on the second argument. In `frobenius_reciprocity`, the expression `fun h : H => k h` is the restriction of $k$ to the subgroup.

Frobenius reciprocity is often stated for representations, as a correspondence between symmetry-preserving linear maps. The theorem here is the identity between averages of functions: no induced representation is constructed, and $F$ is not identified with the trace of one. Infinite groups, such as the full symmetry group of a linear molecule, are not covered.

## Hydrogen orbitals in ammonia

Let $H$ be the operations that fix one atom, $f$ the character of $H$ on chosen orbitals of that atom whose span $H$ maps to itself, and $k$ an irreducible character of $G$. Then $F$ is the character of $G$ on these orbitals and their copies on all equivalent atoms, a standard fact not proved in the Lean code. Both sides of the identity therefore give the number of times the irreducible representation occurs among those orbitals. Take the three hydrogen 1s orbitals of ammonia, with $G=C_{3v}$. One hydrogen atom is fixed by $H=\{1,\sigma\}$, where $1$ is the identity and $\sigma$ a reflection, and its orbital has $f=1$ on both. The irreducible characters of $C_{3v}$ have the following values on $(1,\sigma)$, and averaging over $H$ gives the multiplicities:

- $A_1$, with values $(1,1)$: $(1+1)/2=1$.
- $A_2$, with values $(1,-1)$: $(1-1)/2=0$.
- The two-dimensional $E$, with values $(2,0)$: $(2+0)/2=1$.

The three orbitals span $A_1\oplus E$, found from two group elements instead of six. In code, this is a loop over the subgroup that reads the character table of the full group.

One mistake to avoid in computing $F$ itself is to sum over one representative $x$ of each left coset $xH$ and still divide by $|H|$. The division belongs to the sum over all of $G$. The shorter sum, without the division, agrees with it when $f$ is a class function on $H$; for a general $f$ it can depend on the representatives chosen.

## How Lean carries out the substitution

`sum_extendZero` reduces a sum over $G$ weighted by $f^\circ$ to a sum over $H$. It applies `Fintype.sum_of_injective` to the inclusion of $H$ in $G$: terms outside $H$ vanish, and terms inside agree.

`sum_conjugate` is the substitution at fixed $x$. `Fintype.sum_equiv` relabels the sum by the bijection `MulAut.conj x⁻¹`, which sends $g$ to $x^{-1}gx$, and `hk x g` supplies the invariance of $k$.

In `frobenius_reciprocity`, the statement `key` is the formula for the unnormalised sum, $|G|S/|H|$. Its three `calc` steps pull out $1/|H|$, exchange the sums with `Finset.sum_comm`, and replace each inner sum by $S$. Finally `field_simp` cancels $|G|$, which is nonzero because a group contains its identity.

## Uniqueness and other consequences

The induced function is itself a class function. Indeed,

$$F(y^{-1}gy)=\frac{1}{|H|}\sum_{x\in G} f^\circ\big((yx)^{-1}g(yx)\big)=F(g),$$

since $yx$ runs over $G$ when $x$ does. `induce_isClassFunction` makes this relabelling with `Equiv.mulLeft y`.

Reciprocity also determines $F$. Suppose a class function $F'$ satisfies the same relation for every $k$, and put $D=F'-F$. Since $D$ is a class function, it may be used as $k$. Both $F'$ and $F$ then have the same pairing with $D$, so

$$\sum_{g\in G}|D(g)|^2=0,$$

and every term vanishes. `eq_induce_of_reciprocity` follows this argument, with $F'$ written as `F` and $F$ as `induce f`, passing from a complex sum to a real sum of nonnegative terms `Complex.normSq`.

`induce_mul_restrict` says that inducing $f$ times the restriction of $k$ gives $Fk$. In each term with $x^{-1}gx\in H$, the factor $k(x^{-1}gx)$ equals $k(g)$ and comes out of the sum; the other terms are zero. The case split `by_cases` separates these two situations.

At the identity, every $x$ contributes $f(1)$, so $F(1)=(|G|/|H|)\,f(1)$. `induce_one` writes the ratio as the index `H.index`. In the ammonia example this is $3$, the number of equivalent hydrogen atoms.

Setting $k=1$ gives `average_induce`: the plain averages of $F$ and $f$ agree. For the hydrogen orbitals both equal $1$, the single totally symmetric combination.
